# On finitely many sites with a symmetric cost, the least repulsion of two electrons at fixed density equals the best bound from one potential

## Does an unsymmetric pair density spoil the bound?

I want the least repulsion that two electrons can have when their density on a finite grid is fixed and kinetic energy is ignored, and I have allowed joint distributions that are not symmetric under exchange. Electrons are indistinguishable, so does this freedom lower the minimum? And can one potential, the same for both electrons, give a lower bound that reaches it, even if some sites are empty?

## One potential reaches the minimum

The freedom does no harm, and one potential suffices, provided that the pair cost is symmetric. Let $\rho\ge0$ with $\sum_x\rho(x)=1$ be the density per electron; the usual electron density is $2\rho$. Let $P(x,y)\ge0$ be the joint probability, with both marginals $\rho$, and $c(x,y)=c(y,x)$ the real repulsion cost. Call $u$ admissible if $u(x)+u(y)\le c(x,y)$ for all $x,y$. Then

$$\min_P\sum_{x,y}c(x,y)P(x,y)=\max_u 2\sum_x u(x)\rho(x).$$

**Lower bound.** Multiplying the constraint by $P$ and summing gives $\sum cP\ge\sum_{x,y}(u(x)+u(y))P(x,y)=2\sum u\rho$.

**A best potential.** Impose the constraint on occupied sites only, and let $|c|\le M$. Taking $y=x$ gives $u(x)\le M$ there. The constant $-M$ is admissible, so only $u$ with $\sum u\rho\ge-M$ matter. For these, $\sum(M-u)\rho\le2M$ has nonnegative terms, hence $M-u(x)\le2M/\rho(x)$ on occupied sites. Set $u=0$ on empty sites. The search is now over a compact set, and a maximiser $u$ exists.

**A pair density on the tight pairs.** Let $T$ be the occupied pairs with $u(x)+u(y)=c(x,y)$. Probability weights $p$ on $T$ produce the densities $\frac12\sum_y[p(z,y)+p(y,z)]$, which form a compact convex set. If $\rho$ lies in it, $P(x,y)=\frac12[p(x,y)+p(y,x)]$ has marginals $\rho$ and lives on $T$, because $T$ is symmetric.

Otherwise a hyperplane separates $\rho$ from the set: there are $g$ and $s$ with $\sum g\rho>s$ and, from a single pair in $T$, $\frac12(g(x)+g(y))<s$. Put $w=g-s$. Then $w(x)+w(y)<0$ on $T$ and $\sum w\rho>0$. For small $\varepsilon>0$, $u+\varepsilon w$ satisfies every constraint on occupied sites and has a larger value, a contradiction.

**Empty sites.** Lowering $u$ far enough there makes it admissible everywhere at unchanged value. Since $P$ lives on $T$, $\sum cP=2\sum u\rho$, so both are optimal.

In the Lean file, `IsPairDensity ρ P` is the condition on $P$, `repulsion c P` the left-hand sum, `IsPotential c u` admissibility and `dualValue ρ u` the value $2\sum u\rho$. In `strong_duality`, `h0` and `h1` make `ρ` a probability vector and `hc` is the symmetry of the cost. One number `E` is both `IsLeast` and `IsGreatest`, so both optima are attained.

```lean
import Mathlib

open Filter Topology

namespace StrictlyCorrelatedDuality

variable {ι : Type*} [Fintype ι]

/-- `P` is a nonnegative pair density on the sites whose two marginals are both `ρ`. -/
def IsPairDensity (ρ : ι → ℝ) (P : ι → ι → ℝ) : Prop :=
  (∀ x y, 0 ≤ P x y) ∧ (∀ x, ∑ y, P x y = ρ x) ∧ ∀ y, ∑ x, P x y = ρ y

/-- The interaction energy of the pair density `P` for the pair cost `c`. -/
def repulsion (c P : ι → ι → ℝ) : ℝ := ∑ x, ∑ y, c x y * P x y

/-- The potential `u` is admissible: `u x + u y` never exceeds the pair cost. -/
def IsPotential (c : ι → ι → ℝ) (u : ι → ℝ) : Prop := ∀ x y, u x + u y ≤ c x y

/-- The potential `u` is admissible on the sites where the density `ρ` is positive. -/
def IsPotentialOn (ρ : ι → ℝ) (c : ι → ι → ℝ) (u : ι → ℝ) : Prop :=
  ∀ x y, 0 < ρ x → 0 < ρ y → u x + u y ≤ c x y

/-- The dual value: the energy of two electrons, each of density `ρ`, in the potential `u`. -/
def dualValue (ρ u : ι → ℝ) : ℝ := 2 * ∑ x, u x * ρ x

/-- A pair cost on finitely many sites is bounded. -/
theorem exists_bound (c : ι → ι → ℝ) : ∃ M, 0 ≤ M ∧ ∀ x y, |c x y| ≤ M :=
  ⟨∑ x, ∑ y, |c x y|,
    Finset.sum_nonneg fun _ _ => Finset.sum_nonneg fun _ _ => abs_nonneg _,
    fun x y => (Finset.single_le_sum (f := fun y => |c x y|)
      (fun _ _ => abs_nonneg _) (Finset.mem_univ y)).trans
      (Finset.single_le_sum (f := fun x => ∑ y, |c x y|)
        (fun _ _ => Finset.sum_nonneg fun _ _ => abs_nonneg _) (Finset.mem_univ x))⟩

/-- The energy of a pair density in a sum of one-body potentials depends only on its
marginal `ρ`. -/
theorem one_body_energy {ρ : ι → ℝ} {P : ι → ι → ℝ} (hP : IsPairDensity ρ P) (u : ι → ℝ) :
    repulsion (fun x y => u x + u y) P = dualValue ρ u := by
  obtain ⟨_, h1, h2⟩ := hP
  have h3 : ∑ x, ∑ y, u y * P x y = ∑ y, ∑ x, u y * P x y := Finset.sum_comm
  simp only [repulsion, dualValue, add_mul, Finset.sum_add_distrib]
  rw [h3]
  simp only [← Finset.mul_sum, h1, h2]
  ring

/-- For a probability vector `ρ`, some potential has the largest dual value among those
admissible on the occupied sites. -/
theorem exists_best_potential {ρ : ι → ℝ} (h0 : ∀ x, 0 ≤ ρ x) (h1 : ∑ x, ρ x = 1)
    (c : ι → ι → ℝ) : ∃ u, IsPotentialOn ρ c u ∧
      ∀ v, IsPotentialOn ρ c v → ∑ x, v x * ρ x ≤ ∑ x, u x * ρ x := by
  obtain ⟨M, hM, hc⟩ := exists_bound c
  let K : Set (ι → ℝ) :=
    Set.pi Set.univ (fun x => Set.Icc (-(2 * M / ρ x)) M) ∩ {u | IsPotentialOn ρ c u}
  have hcl : IsClosed {u : ι → ℝ | IsPotentialOn ρ c u} := by
    simp only [IsPotentialOn, Set.ofPred_forall]
    exact isClosed_iInter fun x => isClosed_iInter fun y => isClosed_iInter fun _ =>
      isClosed_iInter fun _ => isClosed_le (by fun_prop) (by fun_prop)
  have hK : IsCompact K := (isCompact_univ_pi fun _ => isCompact_Icc).inter_right hcl
  -- a potential that is not too bad can be moved into the box `K` at the same value
  have key : ∀ v, IsPotentialOn ρ c v → -M ≤ ∑ x, v x * ρ x →
      ∃ w ∈ K, ∑ x, w x * ρ x = ∑ x, v x * ρ x := by
    intro v hv hJ
    have hup : ∀ x, 0 < ρ x → v x ≤ M := fun x hx => by
      linarith [hv x x hx hx, (le_abs_self _).trans (hc x x)]
    have hnn : ∀ x, 0 ≤ (M - v x) * ρ x := fun x => by
      rcases (h0 x).eq_or_lt with h | h
      · rw [← h, mul_zero]
      · exact mul_nonneg (sub_nonneg.2 (hup x h)) h.le
    have hsum : ∑ x, (M - v x) * ρ x = M - ∑ x, v x * ρ x := by
      simp only [sub_mul, Finset.sum_sub_distrib, ← Finset.mul_sum, h1, mul_one]
    refine ⟨fun x => if 0 < ρ x then v x else 0, ⟨fun x _ => ?_, fun x y hx hy => ?_⟩, ?_⟩
    · show (if 0 < ρ x then v x else 0) ∈ Set.Icc (-(2 * M / ρ x)) M
      by_cases hx : 0 < ρ x
      · rw [if_pos hx]
        have h := Finset.single_le_sum (f := fun x => (M - v x) * ρ x)
          (fun x _ => hnn x) (Finset.mem_univ x)
        have h' : M - v x ≤ 2 * M / ρ x := (le_div_iff₀ hx).2 (by linarith)
        exact ⟨by linarith, hup x hx⟩
      · rw [if_neg hx, le_antisymm (not_lt.1 hx) (h0 x)]
        simpa using hM
    · simp only [if_pos hx, if_pos hy]
      exact hv x y hx hy
    · refine Finset.sum_congr rfl fun x _ => ?_
      by_cases hx : 0 < ρ x
      · simp only [if_pos hx]
      · rw [le_antisymm (not_lt.1 hx) (h0 x), mul_zero, mul_zero]
  obtain ⟨w, hw, hwJ⟩ := key (fun _ => -M)
    (fun x y _ _ => by linarith [neg_abs_le (c x y), hc x y])
    (by rw [← Finset.mul_sum, h1, mul_one])
  have hwM : ∑ x, w x * ρ x = -M := by rw [hwJ, ← Finset.mul_sum, h1, mul_one]
  have hcont : Continuous fun u : ι → ℝ => ∑ x, u x * ρ x := by fun_prop
  obtain ⟨u, hu, hmax⟩ := hK.exists_isMaxOn ⟨w, hw⟩ hcont.continuousOn
  refine ⟨u, hu.2, fun v hv => ?_⟩
  rcases le_total (-M) (∑ x, v x * ρ x) with h | h
  · obtain ⟨z, hz, hzJ⟩ := key v hv h
    exact hzJ.symm.le.trans (hmax hz)
  · exact (h.trans hwM.symm.le).trans (hmax hw)

/-- For a symmetric set `T` of allowed pairs and `ρ` of total weight one, either a symmetric pair
density on `T` has marginal `ρ`, or some `w` has `w x + w y < 0` on every allowed pair and has
positive mean in `ρ`. -/
theorem pair_density_or_direction {ρ : ι → ℝ} (h1 : ∑ x, ρ x = 1) (T : ι → ι → Prop)
    (hT : ∀ x y, T x y → T y x) :
    (∃ P, IsPairDensity ρ P ∧ (∀ x y, P x y = P y x) ∧ ∀ x y, ¬ T x y → P x y = 0) ∨
      ∃ w : ι → ℝ, (∀ x y, T x y → w x + w y < 0) ∧ 0 < ∑ x, w x * ρ x := by
  classical
  let L : (ι × ι → ℝ) →ₗ[ℝ] (ι → ℝ) :=
    { toFun := fun p z => (∑ y, p (z, y) + ∑ y, p (y, z)) / 2
      map_add' := fun p q => by
        funext z
        simp only [Pi.add_apply, Finset.sum_add_distrib]
        ring
      map_smul' := fun a p => by
        funext z
        simp only [Pi.smul_apply, smul_eq_mul, RingHom.id_apply, ← Finset.mul_sum]
        ring }
  let Q : Set (ι × ι → ℝ) := stdSimplex ℝ (ι × ι) ∩ {p | ∀ x y, ¬ T x y → p (x, y) = 0}
  have hcs : IsCompact (stdSimplex ℝ (ι × ι)) := isCompact_stdSimplex ..
  have hvs : Convex ℝ (stdSimplex ℝ (ι × ι)) := convex_stdSimplex ..
  have hcl : IsClosed {p : ι × ι → ℝ | ∀ x y, ¬ T x y → p (x, y) = 0} := by
    simp only [Set.ofPred_forall]
    exact isClosed_iInter fun x => isClosed_iInter fun y => isClosed_iInter fun _ =>
      isClosed_eq (by fun_prop) (by fun_prop)
  have hQ : Convex ℝ Q := fun p hp q hq a b ha hb hab =>
    ⟨hvs hp.1 hq.1 ha hb hab, fun x y h => by simp [hp.2 x y h, hq.2 x y h]⟩
  by_cases hρ : ρ ∈ L '' Q
  · -- symmetrise the weights of the pairs
    obtain ⟨p, ⟨hp, hs⟩, hL⟩ := hρ
    have hm : ∀ x, (∑ y, p (x, y) + ∑ y, p (y, x)) / 2 = ρ x := fun x => congrFun hL x
    refine Or.inl ⟨fun x y => (p (x, y) + p (y, x)) / 2, ⟨fun x y => ?_, fun x => ?_,
      fun x => ?_⟩, fun x y => by ring, fun x y h => ?_⟩
    · linarith [hp.1 (x, y), hp.1 (y, x)]
    · rw [← Finset.sum_div, Finset.sum_add_distrib, hm]
    · rw [← Finset.sum_div, Finset.sum_add_distrib, add_comm, hm]
    · have a := hs x y h
      have b := hs y x fun h' => h (hT y x h')
      simp only [a, b, add_zero, zero_div]
  · -- separate `ρ` from the densities that the allowed pairs can produce
    obtain ⟨f, s, hf, hs⟩ := geometric_hahn_banach_closed_point (hQ.linear_image L)
      ((hcs.inter_right hcl).image L.continuous_of_finiteDimensional).isClosed hρ
    let g : ι → ℝ := fun z => f fun j => if z = j then 1 else 0
    have hg : ∀ r : ι → ℝ, f r = ∑ z, r z * g z := fun r =>
      LinearMap.pi_apply_eq_sum_univ (f : (ι → ℝ) →ₗ[ℝ] ℝ) r
    refine Or.inr ⟨fun z => g z - s, fun x y hxy => ?_, ?_⟩
    · have hmem : (Pi.single (x, y) 1 : ι × ι → ℝ) ∈ Q := by
        refine ⟨⟨fun q => ?_, by simp⟩, fun a b hab => ?_⟩
        · rw [Pi.single_apply]
          split_ifs <;> norm_num
        · rw [Pi.single_apply, if_neg]
          intro h
          rw [Prod.mk.injEq] at h
          exact hab (by rw [h.1, h.2]; exact hxy)
      have hL : L (Pi.single (x, y) 1) =
          fun z => (if z = x then 1 / 2 else 0) + (if z = y then 1 / 2 else 0) := by
        funext z
        have e1 : ∑ b, (Pi.single (x, y) 1 : ι × ι → ℝ) (z, b) = if z = x then 1 else 0 := by
          by_cases h : z = x <;> simp [Pi.single_apply, h]
        have e2 : ∑ b, (Pi.single (x, y) 1 : ι × ι → ℝ) (b, z) = if z = y then 1 else 0 := by
          by_cases h : z = y <;> simp [Pi.single_apply, h]
        show (∑ b, (Pi.single (x, y) 1 : ι × ι → ℝ) (z, b) +
          ∑ b, (Pi.single (x, y) 1 : ι × ι → ℝ) (b, z)) / 2 =
            (if z = x then 1 / 2 else 0) + (if z = y then 1 / 2 else 0)
        rw [e1, e2]
        split_ifs <;> norm_num
      have h := hf _ ⟨_, hmem, rfl⟩
      rw [hL, hg] at h
      simp only [add_mul, ite_mul, zero_mul, Finset.sum_add_distrib, Finset.sum_ite_eq',
        Finset.mem_univ, if_true] at h
      linarith
    · have h : ∑ z, (g z - s) * ρ z = f ρ - s := by
        rw [hg]
        simp only [sub_mul, Finset.sum_sub_distrib, ← Finset.mul_sum, h1, mul_one]
        congr 1
        exact Finset.sum_congr rfl fun z _ => mul_comm _ _
      rw [h]
      linarith

/-- For a probability vector `ρ` and a symmetric cost, some symmetric pair density and some
admissible potential have equal primal and dual values. -/
theorem exists_matching_pair {ρ : ι → ℝ} {c : ι → ι → ℝ} (h0 : ∀ x, 0 ≤ ρ x)
    (h1 : ∑ x, ρ x = 1) (hc : ∀ x y, c x y = c y x) :
    ∃ P u, IsPairDensity ρ P ∧ (∀ x y, P x y = P y x) ∧ IsPotential c u ∧
      repulsion c P = dualValue ρ u := by
  classical
  obtain ⟨u, hu, hbest⟩ := exists_best_potential h0 h1 c
  rcases pair_density_or_direction h1 (fun x y => 0 < ρ x ∧ 0 < ρ y ∧ u x + u y = c x y)
    (fun x y h => ⟨h.2.1, h.1, by rw [add_comm, h.2.2, hc]⟩) with
    ⟨P, hP, hsym, hsupp⟩ | ⟨w, hw, hpos⟩
  · -- lower the potential on the empty sites until it is admissible everywhere
    obtain ⟨R, hR, hb⟩ := exists_bound fun x y => |u x| + |u y| + |c x y|
    have hb' : ∀ x y, |u x| + |u y| + |c x y| ≤ R := fun x y => (le_abs_self _).trans (hb x y)
    refine ⟨P, fun x => if 0 < ρ x then u x else -R, hP, hsym, fun x y => ?_, ?_⟩
    · have b := hb' x y
      have b1 := neg_abs_le (c x y)
      have b2 := le_abs_self (u x)
      have b3 := le_abs_self (u y)
      have b4 := abs_nonneg (u x)
      have b5 := abs_nonneg (u y)
      by_cases hx : 0 < ρ x <;> by_cases hy : 0 < ρ y <;>
        simp only [hx, hy, if_true, if_false]
      · exact hu x y hx hy
      all_goals linarith
    · have hv : dualValue ρ (fun x => if 0 < ρ x then u x else -R) = dualValue ρ u := by
        unfold dualValue
        congr 1
        refine Finset.sum_congr rfl fun x _ => ?_
        by_cases hx : 0 < ρ x
        · simp only [if_pos hx]
        · rw [le_antisymm (not_lt.1 hx) (h0 x), mul_zero, mul_zero]
      rw [hv, ← one_body_energy hP u]
      refine Finset.sum_congr rfl fun x _ => Finset.sum_congr rfl fun y _ => ?_
      by_cases h : 0 < ρ x ∧ 0 < ρ y ∧ u x + u y = c x y
      · show c x y * P x y = (u x + u y) * P x y
        rw [h.2.2]
      · rw [hsupp x y h, mul_zero, mul_zero]
  · -- a small step along `w` would improve the best potential
    exfalso
    have hev : ∀ᶠ ε in 𝓝[>] (0 : ℝ), ∀ x y, 0 < ρ x → 0 < ρ y →
        (u x + ε * w x) + (u y + ε * w y) ≤ c x y := by
      refine eventually_all.2 fun x => eventually_all.2 fun y => ?_
      by_cases hS : 0 < ρ x ∧ 0 < ρ y
      · rcases (hu x y hS.1 hS.2).eq_or_lt with h | h
        · filter_upwards [self_mem_nhdsWithin] with ε hε _ _
          have := mul_neg_of_pos_of_neg (Set.mem_Ioi.1 hε) (hw x y ⟨hS.1, hS.2, h⟩)
          linarith
        · have hcont : Continuous fun ε : ℝ => (u x + ε * w x) + (u y + ε * w y) := by
            fun_prop
          have hn : {ε : ℝ | (u x + ε * w x) + (u y + ε * w y) < c x y} ∈ 𝓝 (0 : ℝ) :=
            (isOpen_lt hcont continuous_const).mem_nhds (by simpa using h)
          filter_upwards [mem_nhdsWithin_of_mem_nhds hn] with ε hε _ _ using le_of_lt hε
      · exact Eventually.of_forall fun ε hx hy => absurd ⟨hx, hy⟩ hS
    obtain ⟨ε, hε, hε0⟩ := (hev.and eventually_mem_nhdsWithin).exists
    have h := hbest (fun x => u x + ε * w x) hε
    simp only [add_mul, mul_assoc, Finset.sum_add_distrib, ← Finset.mul_sum] at h
    linarith [mul_pos (Set.mem_Ioi.1 hε0) hpos]

/-- Strong duality for strictly correlated electrons: for a probability vector `ρ` and a
symmetric cost, the least repulsion at density `ρ` equals the greatest dual value of an
admissible potential, and both are attained. -/
theorem strong_duality {ρ : ι → ℝ} {c : ι → ι → ℝ} (h0 : ∀ x, 0 ≤ ρ x)
    (h1 : ∑ x, ρ x = 1) (hc : ∀ x y, c x y = c y x) :
    ∃ E, IsLeast {e | ∃ P, IsPairDensity ρ P ∧ repulsion c P = e} E ∧
      IsGreatest {e | ∃ u, IsPotential c u ∧ dualValue ρ u = e} E := by
  obtain ⟨P, u, hP, _, hu, heq⟩ := exists_matching_pair h0 h1 hc
  -- integrate the constraint on the potential against a pair density
  have weak : ∀ P' u', IsPairDensity ρ P' → IsPotential c u' →
      dualValue ρ u' ≤ repulsion c P' := fun P' u' hP' hu' => by
    rw [← one_body_energy hP' u']
    exact Finset.sum_le_sum fun x _ => Finset.sum_le_sum fun y _ =>
      mul_le_mul_of_nonneg_right (hu' x y) (hP'.1 x y)
  refine ⟨repulsion c P, ⟨⟨P, hP, rfl⟩, ?_⟩, ⟨⟨u, hu, heq.symm⟩, ?_⟩⟩
  · rintro _ ⟨P', hP', rfl⟩
    rw [heq]
    exact weak P' u hP' hu
  · rintro _ ⟨u', hu', rfl⟩
    exact weak P u' hP hu'

/-- For a non-symmetric cost on two equally occupied sites there can be a gap: here every
repulsion is at least `1/2`, and every dual value is at most `0`. -/
theorem gap_without_symmetry :
    (∀ P, IsPairDensity (fun _ : Fin 2 => (1 / 2 : ℝ)) P →
      1 / 2 ≤ repulsion (fun x y => if x = 0 ∧ y = 1 then 0 else 1) P) ∧
    ∀ u : Fin 2 → ℝ, IsPotential (fun x y => if x = 0 ∧ y = 1 then 0 else 1) u →
      dualValue (fun _ => 1 / 2) u ≤ 0 := by
  constructor
  · rintro P ⟨hP, hrow, _⟩
    have h := hrow 1
    have h' := hP 0 0
    simp only [Fin.sum_univ_two] at h
    have e : repulsion (fun x y : Fin 2 => if x = 0 ∧ y = 1 then 0 else 1) P =
        P 0 0 + (P 1 0 + P 1 1) := by
      simp [repulsion, Fin.sum_univ_two]
    rw [e]
    linarith
  · intro u hu
    have h : u 0 + u 1 ≤ 0 := by simpa using hu 0 1
    simp only [dualValue, Fin.sum_univ_two]
    linarith

end StrictlyCorrelatedDuality
```

```lean
#print axioms StrictlyCorrelatedDuality.strong_duality
#print axioms StrictlyCorrelatedDuality.gap_without_symmetry
```

```
'StrictlyCorrelatedDuality.strong_duality' depends on axioms: [propext, Classical.choice, Quot.sound]
'StrictlyCorrelatedDuality.gap_without_symmetry' depends on axioms: [propext, Classical.choice, Quot.sound]
```

`exists_best_potential` is the compactness argument, with `K` as the search set. `pair_density_or_direction` is the separation step, where `L` sends pair weights to densities. `exists_matching_pair` applies it to the tight pairs, uses a filter of small positive `ε` to rule out the improving direction, and lowers the potential to `-R` on empty sites. Its `P` is symmetric, which answers the first doubt. `one_body_energy` turns the summed constraint into the lower bound in `strong_duality`.

With a single site, $\rho=P=1$, the minimum is the on-site cost $c$, and $u=c/2$ attains it. Here the two electrons share a site, which with one orbital per site requires opposite spins. For parallel spins the condition $P(x,x)=0$ would have to be added. On a single site no $P$ then remains, and on more sites the minimum, if any $P$ remains, could be higher.

Without symmetry of the cost, equality can fail. `gap_without_symmetry` takes two sites with $\rho=(\frac12,\frac12)$, $c(0,1)=0$ and all other costs $1$. The repulsion is at least $P(1,0)+P(1,1)=\frac12$, while $u(0)+u(1)\le0$ keeps the dual value at or below $0$.

For two electrons on a finite grid, this minimum is the interaction energy of the strictly correlated limit in density functional theory, and any admissible potential bounds it from below. The theorem does not say that one electron's position determines the other's. Nor does it include kinetic energy, or cover the continuum with the Coulomb cost, which diverges at coincidence, whereas here $c(x,x)$ is finite.
